# Averaging over loops of beads never raises the configuration integral above its classical value

## Positions, loops and weights

A configuration is a point \(x\in\mathbb R^d\); for \(N\) particles in three dimensions, \(d=3N\). The potential \(V\) is a real function of \(x\), and \(\beta\) is the inverse temperature, although the bound holds for every real \(\beta\). Weights and integrals take values in \([0,\infty]\), written `ℝ≥0∞` in Lean, so a divergent integral is simply \(\infty\).

```lean
import Mathlib

open MeasureTheory
open scoped ENNReal

namespace LoopClassicalBound

noncomputable section
```

Position space carries the Euclidean norm and the usual volume.

```lean
/-- Position space of `d` Cartesian coordinates. -/
abbrev Space (d : ℕ) := EuclideanSpace ℝ (Fin d)
```

The classical Boltzmann factor is \(e^{-\beta V(x)}\). `ENNReal.ofReal` places this positive real number in \([0,\infty]\).

```lean
variable {d P : ℕ}

/-- The classical Boltzmann factor `exp (-β V(x))`. -/
def boltzmann (β : ℝ) (V : Space d → ℝ) (x : Space d) : ℝ≥0∞ :=
  ENNReal.ofReal (Real.exp (-β * V x))
```

Its integral over all space is the classical configuration integral,
\[
Z_{\rm cl}=\int e^{-\beta V(x)}\,dx .
\]
The symbol `∫⁻` denotes the Lebesgue integral of a function with values in \([0,\infty]\).

```lean
/-- The classical configuration integral of `exp (-β V)`, possibly infinite. -/
def classicalZ (β : ℝ) (V : Space d → ℝ) : ℝ≥0∞ := ∫⁻ x, boltzmann β V x
```

In the discretised path integral, a quantum particle becomes a closed loop of \(P\) beads. The beads sit at \(x+y_j\) with \(j=0,\dots,P-1\), where \(x\) places the loop and the displacements \(y_j\) give its shape. In Lean the shape is a function `Fin P → Space d`. Each bead feels the potential with weight \(\beta/P\), so the loop has the weight
\[
w_y(x)=\exp\Big(-\frac{\beta}{P}\sum_{j}V(x+y_j)\Big).
\]

```lean
/-- The weight `exp (-(β/P) ∑ V(x + y_j))` of a loop with displacements `y_j` placed at `x`,
for `P ≥ 1` beads. -/
def loopWeight (β : ℝ) (V : Space d → ℝ) (y : Fin P → Space d) (x : Space d) : ℝ≥0∞ :=
  ENNReal.ofReal (Real.exp (-(β / P) * ∑ j, V (x + y j)))
```

The shapes are drawn from a law \(\mu\), and
\[
Z_{\rm loop}=\int\Big(\int w_y(x)\,dx\Big)\,d\mu(y).
\]
In the physical case \(\mu\) is the Gaussian law of a free ring polymer, which carries the kinetic energy. The free-particle prefactor is the same in the quantum and classical partition functions and is left out of both. The bound uses nothing about \(\mu\) except that its total mass is one.

```lean
/-- The loop weight integrated over the position `x` and averaged over the law `μ` of the
displacements, for `P ≥ 1` beads. -/
def loopZ (β : ℝ) (V : Space d → ℝ) (μ : Measure (Fin P → Space d)) : ℝ≥0∞ :=
  ∫⁻ y, (∫⁻ x, loopWeight β V y x) ∂μ
```

Between the two integrals stands the average of the classical factor over the beads,
\[
b_y(x)=\frac1P\sum_j e^{-\beta V(x+y_j)} .
\]

```lean
/-- The average over the beads of the classical Boltzmann factor, for `P ≥ 1` beads. -/
def beadMean (β : ℝ) (V : Space d → ℝ) (y : Fin P → Space d) (x : Space d) : ℝ≥0∞ :=
  ENNReal.ofReal (∑ j, 1 / (P : ℝ) * Real.exp (-β * V (x + y j)))
```

From here on \(P\ge1\), which Lean records as `[NeZero P]`. The bead weights then add up to \(P\cdot\frac1P=1\).

```lean
variable [NeZero P]

/-- The equal weights `1/P` of the beads add up to one. -/
lemma sum_weights : ∑ _j : Fin P, 1 / (P : ℝ) = 1 := by
  have h : (P : ℝ) ≠ 0 := Nat.cast_ne_zero.mpr (NeZero.ne P)
  simp [h]
```

## Convexity bounds each loop weight

Fix \(x\) and \(y\), and set \(u_j=-\beta V(x+y_j)\) with mean \(\bar u=\frac1P\sum_j u_j\). Then \(w_y(x)=e^{\bar u}\). The exponential lies above its tangent at \(\bar u\):
\[
e^{u_j}\ge e^{\bar u}\,(1+u_j-\bar u).
\]
Averaging over \(j\) removes the linear term and leaves
\[
b_y(x)=\frac1P\sum_j e^{u_j}\ge e^{\bar u}=w_y(x).
\]
The tangent touches the curve only at \(\bar u\), so equality forces \(u_j=\bar u\) for every \(j\). If \(\beta\neq0\), the potential then has the same value at all beads.

The Lean proof first moves the factor \(-\beta/P\) inside the sum (step `e`). It then applies Mathlib's Jensen inequality for the bound and the strict version for the equality case, and finally cancels \(-\beta\).

```lean
/-- The loop weight is at most the bead average of Boltzmann factors, and for `β ≠ 0` equality
forces the potential to be the same at all beads. -/
theorem loopWeight_le_beadMean (β : ℝ) (V : Space d → ℝ) (y : Fin P → Space d) (x : Space d) :
    loopWeight β V y x ≤ beadMean β V y x ∧
      (β ≠ 0 → loopWeight β V y x = beadMean β V y x → ∀ i j, V (x + y i) = V (x + y j)) := by
  have hP : (0 : ℝ) < P := Nat.cast_pos.mpr (Nat.pos_of_ne_zero (NeZero.ne P))
  have e : -(β / P) * ∑ j, V (x + y j) = ∑ j, 1 / (P : ℝ) * (-β * V (x + y j)) := by
    rw [Finset.mul_sum]
    exact Finset.sum_congr rfl (fun j _ => by ring)
  unfold loopWeight beadMean
  rw [e]
  constructor
  · have h := convexOn_exp.map_sum_le (t := Finset.univ) (w := fun _ : Fin P => 1 / (P : ℝ))
      (p := fun j => -β * V (x + y j)) (fun _ _ => by positivity) sum_weights
      (fun _ _ => Set.mem_univ _)
    simp only [smul_eq_mul] at h
    exact ENNReal.ofReal_le_ofReal h
  · intro hβ h i j
    have h' := (ENNReal.ofReal_eq_ofReal_iff (Real.exp_pos _).le
      (Finset.sum_nonneg fun j _ => by positivity)).1 h
    -- equality in the strictly convex case: all exponents coincide
    have k := (strictConvexOn_exp.map_sum_eq_iff (t := Finset.univ)
      (w := fun _ : Fin P => 1 / (P : ℝ)) (p := fun j => -β * V (x + y j))
      (fun _ _ => by positivity) sum_weights (fun _ _ => Set.mem_univ _)).1
      (by simpa only [smul_eq_mul] using h')
    have hij := (k i (Finset.mem_univ i)).trans (k j (Finset.mem_univ j)).symm
    exact mul_left_cancel₀ (neg_ne_zero.mpr hβ) hij
```

## Translation turns the bead average into the classical integral

A finite sum of non-negative functions can be integrated term by term. In the \(j\)-th term substitute \(x'=x+y_j\):
\[
\int b_y(x)\,dx=\frac1P\sum_j\int e^{-\beta V(x+y_j)}dx
=\frac1P\sum_j\int e^{-\beta V(x')}dx'=Z_{\rm cl}.
\]
In the code, `hs` writes the average as a sum of Boltzmann factors, `hj` performs the substitution for one bead, and the last rewriting adds up the weights. Measurability of \(V\) enters here.

```lean
/-- For measurable `V` and every loop, the bead average of Boltzmann factors integrates to the
classical configuration integral. -/
theorem lintegral_beadMean (β : ℝ) {V : Space d → ℝ} (hV : Measurable V)
    (y : Fin P → Space d) : ∫⁻ x, beadMean β V y x = classicalZ β V := by
  have hb : Measurable (boltzmann β V) := by unfold boltzmann; fun_prop
  have hm : ∀ j, Measurable fun x => boltzmann β V (x + y j) :=
    fun j => hb.comp (measurable_add_const (y j))
  have hs : ∀ x, beadMean β V y x =
      ∑ j, ENNReal.ofReal (1 / (P : ℝ)) * boltzmann β V (x + y j) := by
    intro x
    unfold beadMean boltzmann
    rw [ENNReal.ofReal_sum_of_nonneg (fun j _ => by positivity)]
    exact Finset.sum_congr rfl fun j _ => ENNReal.ofReal_mul (by positivity)
  -- each bead contributes the same integral by translation invariance
  have hj : ∀ j, ∫⁻ x, ENNReal.ofReal (1 / (P : ℝ)) * boltzmann β V (x + y j) =
      ENNReal.ofReal (1 / (P : ℝ)) * classicalZ β V := by
    intro j
    rw [lintegral_const_mul _ (hm j), lintegral_add_right_eq_self (boltzmann β V) (y j)]
    rfl
  rw [lintegral_congr hs, lintegral_finsetSum _ (fun j _ => (hm j).const_mul _),
    Finset.sum_congr rfl (fun j _ => hj j), ← Finset.sum_mul,
    ← ENNReal.ofReal_sum_of_nonneg (fun j _ => by positivity), sum_weights,
    ENNReal.ofReal_one, one_mul]
```

Together the two steps give, for every single loop,
\[
\int w_y(x)\,dx\le\int b_y(x)\,dx=Z_{\rm cl}.
\]

```lean
/-- For measurable `V`, the integrated weight of any single loop is at most the classical
configuration integral. -/
theorem single_loop_le (β : ℝ) {V : Space d → ℝ} (hV : Measurable V) (y : Fin P → Space d) :
    ∫⁻ x, loopWeight β V y x ≤ classicalZ β V :=
  (lintegral_mono fun x => (loopWeight_le_beadMean β V y x).1).trans_eq
    (lintegral_beadMean β hV y)
```

## The bound for any law of the displacements

The right-hand side no longer depends on \(y\). Averaging over \(\mu\) gives
\[
Z_{\rm loop}\le\int Z_{\rm cl}\,d\mu(y)=Z_{\rm cl}.
\]
The theorem reads: for every real \(\beta\), every measurable \(V\) and every probability measure \(\mu\) on loop shapes, `loopZ β V μ ≤ classicalZ β V`. If \(Z_{\rm cl}=\infty\), this says nothing about \(Z_{\rm loop}\).

```lean
/-- For measurable `V` and any probability law of the loop displacements, the loop configuration
integral is at most the classical one. -/
theorem loopZ_le_classicalZ (β : ℝ) {V : Space d → ℝ} (hV : Measurable V)
    (μ : Measure (Fin P → Space d)) [IsProbabilityMeasure μ] :
    loopZ β V μ ≤ classicalZ β V := by
  calc loopZ β V μ ≤ ∫⁻ _y, classicalZ β V ∂μ := lintegral_mono fun y => single_loop_le β hV y
    _ = classicalZ β V := by simp
```

For distinguishable particles with a real-valued potential, finite \(Z_{\rm cl}\) and the primitive \(P\)-bead action, a path-integral Monte Carlo estimate of \(Z_{\rm loop}/Z_{\rm cl}\) that exceeds one by many standard errors therefore points to a fault. Hard walls with \(V=\infty\), integrals over a periodic simulation cell, exchange of identical particles and the limit \(P\to\infty\) are not treated. The file also stops at configuration integrals; for \(\beta>0\) and finite \(Z_{\rm cl}\), taking \(-\beta^{-1}\ln\) of both sides would turn the bound into a classical lower bound on the configurational free energy.

## Two beads in a harmonic well

Take \(d=1\), \(\beta=1\), \(V(x)=x^2/2\) and \(P=2\), in dimensionless units. Then \(Z_{\rm cl}=\sqrt{2\pi}\approx2.507\). For the loop \(y_0=1\), \(y_1=-1\),
\[
\tfrac12\big[V(x+1)+V(x-1)\big]=\tfrac12(x^2+1),
\]
so its integrated weight is \(e^{-1/2}\sqrt{2\pi}\approx1.520\). A loop with \(y_0=y_1=0\) gives \(2.507\). As an illustration, let \(\mu\) choose each of the two loops with probability \(\tfrac12\); this is not the Gaussian law of a physical ring polymer. Then \(Z_{\rm loop}\approx2.013\), which is below \(Z_{\rm cl}\).

## A finite classical integral excludes periods

When can the two integrals agree? If some beads differ, equality in the convexity step for almost every \(x\) will give \(V\) a non-zero period, so periods are examined first. Suppose \(V(x+a)=V(x)\) for almost every \(x\), with \(a\ne0\) and \(Z_{\rm cl}<\infty\). Let \(\nu\) be the measure with density \(e^{-\beta V}\); its total mass is \(Z_{\rm cl}\). For a measurable set \(S\),
\[
\nu(S-a)=\int_{S-a}e^{-\beta V(x)}dx=\int_{S-a}e^{-\beta V(x+a)}dx=\int_S e^{-\beta V(x')}dx'=\nu(S),
\]
so \(\nu\) is invariant under translation by \(a\).

Let \(B\) be the open ball of radius \(|a|/2\) about the origin. Since the density is positive everywhere, \(\nu(B)>0\). The translates \(B,\,B+a,\,B+2a,\dots\) are disjoint and have equal mass, so their total mass is infinite. This contradicts \(\nu(\mathbb R^d)=Z_{\rm cl}<\infty\), and hence \(a=0\).

Lean reaches the contradiction through recurrence. `hmp` is the invariance and `hpos` the positive mass of the ball. Because the invariant measure is finite, some \(x\in B\) has \(x+ma\in B\) with \(m\ge1\). But then
\[
m|a|\le|x+ma|+|x|<|a|,
\]
which is impossible.

```lean
omit [NeZero P] in
/-- A measurable potential with finite classical configuration integral has no non-zero period, even
if periodicity is only required almost everywhere. -/
theorem period_eq_zero {β : ℝ} {V : Space d → ℝ} (hV : Measurable V)
    (hZ : classicalZ β V ≠ ∞) {a : Space d} (h : ∀ᵐ x, V (x + a) = V x) : a = 0 := by
  by_contra ha
  have hb : Measurable (boltzmann β V) := by unfold boltzmann; fun_prop
  have hr : 0 < ‖a‖ / 2 := half_pos (norm_pos_iff.mpr ha)
  have : IsFiniteMeasure ((volume : Measure (Space d)).withDensity (boltzmann β V)) :=
    isFiniteMeasure_withDensity hZ
  -- the Boltzmann measure is invariant under the translation by `a`
  have hmp : MeasurePreserving (fun x : Space d => x + a)
      (volume.withDensity (boltzmann β V)) (volume.withDensity (boltzmann β V)) := by
    refine ⟨measurable_add_const a, ?_⟩
    ext s hs
    rw [Measure.map_apply (measurable_add_const a) hs,
      withDensity_apply _ (measurable_add_const a hs), withDensity_apply _ hs,
      ← (measurePreserving_add_right volume a).setLIntegral_comp_preimage hs hb]
    refine lintegral_congr_ae (ae_restrict_of_ae (h.mono fun x hx => ?_))
    simp only [boltzmann, hx]
  have hpos : (volume.withDensity (boltzmann β V)) (Metric.ball (0 : Space d) (‖a‖ / 2)) ≠ 0 := by
    intro h0
    have hac := withDensity_absolutelyContinuous' (μ := (volume : Measure (Space d)))
      hb.aemeasurable (Filter.Eventually.of_forall fun x =>
        (ENNReal.ofReal_pos.mpr (Real.exp_pos (-β * V x))).ne')
    exact (Metric.measure_ball_pos volume (0 : Space d) hr).ne' (hac h0)
  -- recurrence brings some point of the ball back, which translations cannot do
  obtain ⟨x, hx, m, hm, hmx⟩ :=
    hmp.conservative.exists_mem_iterate_mem measurableSet_ball.nullMeasurableSet hpos
  have hit : ∀ n : ℕ, (fun x : Space d => x + a)^[n] x = x + (n : ℝ) • a := by
    intro n
    induction n with
    | zero => simp
    | succ n ih =>
      simp only [Function.iterate_succ_apply', ih]
      push_cast
      module
  rw [hit, mem_ball_zero_iff] at hmx
  rw [mem_ball_zero_iff] at hx
  have h1 := norm_sub_le (x + (m : ℝ) • a) x
  rw [add_sub_cancel_left, norm_smul, Real.norm_natCast] at h1
  have h2 : (1 : ℝ) ≤ m := by exact_mod_cast Nat.one_le_iff_ne_zero.mpr hm
  nlinarith [norm_nonneg a]
```

## Equality means that the beads coincide

Let \(\beta\ne0\) and \(Z_{\rm cl}<\infty\), and suppose that a single loop attains \(\int w_y\,dx=Z_{\rm cl}\). Then \(w_y\le b_y\) everywhere, and both functions have the same finite integral, so \(w_y=b_y\) almost everywhere. The equality case of convexity gives \(V(x+y_i)=V(x+y_j)\) for almost every \(x\). Replacing \(x\) by \(x-y_j\) yields
\[
V\big(x+(y_i-y_j)\big)=V(x)\quad\text{for almost every }x,
\]
so \(y_i-y_j\) is a period and must vanish.

Conversely, if all beads share the displacement \(y_0\), then \(\sum_jV(x+y_j)=P\,V(x+y_0)\). The weight is \(e^{-\beta V(x+y_0)}\), and its integral is \(Z_{\rm cl}\). The two bullets of the proof follow these two directions.

```lean
/-- For `β ≠ 0`, measurable `V` and finite classical configuration integral, a single loop attains
the classical value exactly when all its beads coincide. -/
theorem single_loop_eq_iff {β : ℝ} (hβ : β ≠ 0) {V : Space d → ℝ} (hV : Measurable V)
    (hZ : classicalZ β V ≠ ∞) (y : Fin P → Space d) :
    ∫⁻ x, loopWeight β V y x = classicalZ β V ↔ ∀ i j, y i = y j := by
  constructor
  · intro h i j
    have hae := ae_eq_of_ae_le_of_lintegral_le
      (Filter.Eventually.of_forall fun x => (loopWeight_le_beadMean β V y x).1)
      (by rw [h]; exact hZ)
      (by unfold beadMean; fun_prop : Measurable (beadMean β V y)).aemeasurable
      (by rw [h, lintegral_beadMean β hV y])
    have hv : ∀ᵐ x, V (x + y i) = V (x + y j) :=
      hae.mono fun x hx => (loopWeight_le_beadMean β V y x).2 hβ hx i j
    -- shift the origin to bead `j`
    have hs := (measurePreserving_add_right volume (-y j)).quasiMeasurePreserving.ae hv
    refine sub_eq_zero.mp (period_eq_zero hV hZ (hs.mono fun x hx => ?_))
    have e1 : x + -y j + y i = x + (y i - y j) := by abel
    have e2 : x + -y j + y j = x := by abel
    rwa [e1, e2] at hx
  · intro h
    have hP : (P : ℝ) ≠ 0 := Nat.cast_ne_zero.mpr (NeZero.ne P)
    have hw : ∀ x, loopWeight β V y x = boltzmann β V (x + y 0) := by
      intro x
      have e : ∑ j, V (x + y j) = P * V (x + y 0) := by
        rw [Finset.sum_congr rfl (fun j _ => by rw [h j 0])]
        simp
      unfold loopWeight boltzmann
      rw [e]
      congr 2
      field_simp
    rw [lintegral_congr hw, lintegral_add_right_eq_self (boltzmann β V) (y 0)]
    rfl
```

The same argument applies once more to the average over \(\mu\). The integrated weight of each loop is at most the constant \(Z_{\rm cl}\). If the averages agree and are finite, the two sides agree for \(\mu\)-almost every loop, and each such loop has all its beads at one point. That point may differ from loop to loop. Conversely, if almost every loop is collapsed in this way, the inner integral equals \(Z_{\rm cl}\) almost everywhere and so does its average. In Lean, "almost every loop" is `∀ᵐ y ∂μ`.

```lean
/-- For `β ≠ 0`, measurable `V` and finite classical configuration integral, the loop and classical
configuration integrals agree exactly when almost every loop has all its beads at one point. -/
theorem loopZ_eq_classicalZ_iff {β : ℝ} (hβ : β ≠ 0) {V : Space d → ℝ} (hV : Measurable V)
    (hZ : classicalZ β V ≠ ∞) (μ : Measure (Fin P → Space d)) [IsProbabilityMeasure μ] :
    loopZ β V μ = classicalZ β V ↔ ∀ᵐ y ∂μ, ∀ i j, y i = y j := by
  have hc : ∫⁻ _y, classicalZ β V ∂μ = classicalZ β V := by simp
  constructor
  · intro h
    have hae := ae_eq_of_ae_le_of_lintegral_le (μ := μ)
      (f := fun y => ∫⁻ x, loopWeight β V y x) (g := fun _ => classicalZ β V)
      (Filter.Eventually.of_forall fun y => single_loop_le β hV y)
      (ne_of_eq_of_ne h hZ) aemeasurable_const (hc.trans h.symm).le
    exact hae.mono fun y hy => (single_loop_eq_iff hβ hV hZ y).1 hy
  · intro h
    exact (lintegral_congr_ae (h.mono fun y hy => (single_loop_eq_iff hβ hV hZ y).2 hy)).trans hc


end

end LoopClassicalBound
```

```lean
#print axioms LoopClassicalBound.loopZ_le_classicalZ
-- 'LoopClassicalBound.loopZ_le_classicalZ' depends on axioms: [propext, Classical.choice, Quot.sound]
#print axioms LoopClassicalBound.loopZ_eq_classicalZ_iff
-- 'LoopClassicalBound.loopZ_eq_classicalZ_iff' depends on axioms: [propext, Classical.choice, Quot.sound]
```

## Free space shows the role of finiteness

Take \(V=0\) on the line. Every loop weight is \(1\), so \(Z_{\rm loop}=Z_{\rm cl}=\infty\) for every law \(\mu\), including one that always returns the spread loop \(y_0=0\), \(y_1=1\). The upper bound survives, but equality no longer implies that the beads coincide. The hypothesis \(Z_{\rm cl}<\infty\) therefore cannot simply be dropped from the characterisation of equality. Confinement alone does not guarantee it: for \(\beta>0\), an attractive Coulomb singularity in three dimensions makes \(Z_{\rm cl}\) infinite even in a trap.
